# The energy expectation value of N bosons in one orbital is the Gross-Pitaevskii energy with N(N−1)/2 pairs

A Gross-Pitaevskii ground-state calculation for bosons on a lattice minimises an energy function of one normalised orbital $f$ instead of diagonalising the $N$-boson Hamiltonian. For finitely many modes and a Hamiltonian with one-body and two-body terms, the theorems below show that this function, if it counts $N(N-1)/2$ interacting pairs, is the energy expectation value of the state that has all $N$ bosons in $f$.

In Lean 4 with Mathlib:

```lean
import Mathlib

open ComplexConjugate

namespace CondensateEnergy

noncomputable section

variable {ι R : Type*} [Fintype ι] [DecidableEq ι] [Ring R] [Algebra ℂ R]

/-- Annihilators `a i` and creators `b i` with `a_i b_j - b_j a_i = δ_ij`, and a normalised
linear functional `ω` that vanishes on `x a_i` and on `b_i x`: the vacuum expectation value. -/
structure IsBosonVacuum (a b : ι → R) (ω : R →ₗ[ℂ] ℂ) : Prop where
  ccr : ∀ i j, a i * b j - b j * a i = if i = j then 1 else 0
  vac_one : ω 1 = 1
  vac_right : ∀ x i, ω (x * a i) = 0
  vac_left : ∀ i x, ω (b i * x) = 0

/-- The operator `B = Σ f_i b_i` that creates a boson in the orbital `f`. -/
def create (b : ι → R) (f : ι → ℂ) : R := ∑ i, f i • b i

/-- The operator `A = Σ conj(f_i) a_i` that annihilates a boson in the orbital `f`. -/
def annihilate (a : ι → R) (f : ι → ℂ) : R := ∑ i, conj (f i) • a i

/-- The normal-ordered Hamiltonian `Σ h_pq b_p a_q + ½ Σ v_pqrs b_p b_q a_s a_r`. -/
def hamiltonian (a b : ι → R) (h : ι → ι → ℂ) (v : ι → ι → ι → ι → ℂ) : R :=
  ∑ p, ∑ q, h p q • (b p * a q) +
    (1 / 2 : ℂ) • ∑ p, ∑ q, ∑ r, ∑ s, v p q r s • (b p * b q * a s * a r)

/-- The Gross-Pitaevskii energy of `N` bosons in the orbital `f`, with `N(N-1)/2` pairs. -/
def gpEnergy (N : ℕ) (h : ι → ι → ℂ) (v : ι → ι → ι → ι → ℂ) (f : ι → ℂ) : ℂ :=
  N * ∑ p, ∑ q, h p q * conj (f p) * f q +
    1 / 2 * N * (N - 1) * ∑ p, ∑ q, ∑ r, ∑ s, v p q r s * conj (f p * f q) * f r * f s

/-- If `X Y = Y X + c` for a number `c`, moving `X` to the right through a power of `Y`, or `Y` to
the left through a power of `X`, adds a term: that power with its exponent lowered by one, times `c`
and the original exponent. -/
theorem ladder {X Y : R} {c : ℂ} (h : X * Y = Y * X + c • (1 : R)) (n : ℕ) :
    X * Y ^ (n + 1) = Y ^ (n + 1) * X + (((n : ℂ) + 1) * c) • Y ^ n ∧
    X ^ (n + 1) * Y = Y * X ^ (n + 1) + (((n : ℂ) + 1) * c) • X ^ n := by
  induction n with
  | zero => simp [h]
  | succ n ih =>
    constructor
    · rw [pow_succ Y (n + 1), ← mul_assoc X, ih.1, add_mul, smul_mul_assoc, ← pow_succ Y n,
        mul_assoc (Y ^ (n + 1)) X Y, h, mul_add, mul_smul_comm, mul_one,
        ← mul_assoc (Y ^ (n + 1)) Y X]
      push_cast
      module
    · rw [pow_succ' X (n + 1), mul_assoc X (X ^ (n + 1)) Y, ih.2, mul_add, mul_smul_comm,
        ← pow_succ' X n, ← mul_assoc X Y, h, add_mul, smul_mul_assoc, one_mul,
        mul_assoc Y X (X ^ (n + 1))]
      push_cast
      module

variable {a b : ι → R} {ω : R →ₗ[ℂ] ℂ}

/-- In a vacuum expectation value, `a_i` acting on `n + 1` bosons in the orbital `f` removes
one of them and gives the factor `(n + 1) f_i`. -/
theorem vacuum_create (H : IsBosonVacuum a b ω) (f : ι → ℂ) (x : R) (i : ι) (n : ℕ) :
    ω (x * a i * create b f ^ (n + 1)) = ((n : ℂ) + 1) * f i * ω (x * create b f ^ n) := by
  have hc : ∀ j, a i * b j = b j * a i + if i = j then 1 else 0 :=
    fun j => sub_eq_iff_eq_add'.mp (H.ccr i j)
  -- the commutator of `a i` with `B` is the number `f i`
  have hB : a i * create b f = create b f * a i + f i • (1 : R) := by
    simp [create, Finset.mul_sum, Finset.sum_mul, hc, smul_add, Finset.sum_add_distrib]
  have e : x * a i * create b f ^ (n + 1) = x * create b f ^ (n + 1) * a i +
      (((n : ℂ) + 1) * f i) • (x * create b f ^ n) := by
    rw [mul_assoc x (a i), (ladder hB n).1, mul_add, mul_smul_comm,
      mul_assoc x (create b f ^ (n + 1))]
  rw [e, map_add, H.vac_right, zero_add, map_smul, smul_eq_mul]

/-- In a vacuum expectation value, `b_i` to the right of `n + 1` annihilators of the orbital
`f` removes one of them and gives the factor `(n + 1) conj(f_i)`. -/
theorem vacuum_annihilate (H : IsBosonVacuum a b ω) (f : ι → ℂ) (x : R) (i : ι) (n : ℕ) :
    ω (annihilate a f ^ (n + 1) * b i * x) =
      ((n : ℂ) + 1) * conj (f i) * ω (annihilate a f ^ n * x) := by
  have hc : ∀ j, a j * b i = b i * a j + if j = i then 1 else 0 :=
    fun j => sub_eq_iff_eq_add'.mp (H.ccr j i)
  have hA : annihilate a f * b i = b i * annihilate a f + conj (f i) • (1 : R) := by
    simp [annihilate, Finset.mul_sum, Finset.sum_mul, hc, smul_add, Finset.sum_add_distrib]
  rw [(ladder hA n).2, add_mul, smul_mul_assoc, mul_assoc (b i), map_add, H.vac_left,
    zero_add, map_smul, smul_eq_mul]

/-- The overlap of the unnormalised `N`-boson condensates in the orbitals `g` and `f`, each made by
the `N`-th power of a creator, is `N! ⟨g, f⟩^N`. -/
theorem condensate_overlap (H : IsBosonVacuum a b ω) (g f : ι → ℂ) (N : ℕ) :
    ω (annihilate a g ^ N * create b f ^ N) =
      (N.factorial : ℂ) * (∑ i, conj (g i) * f i) ^ N := by
  induction N with
  | zero => simp [H.vac_one]
  | succ n ih =>
    have e : ∀ x : R, x * annihilate a g = ∑ i, conj (g i) • (x * a i) := fun x => by
      simp only [annihilate, Finset.mul_sum, mul_smul_comm]
    rw [pow_succ (annihilate a g) n, e, Finset.sum_mul, map_sum]
    simp only [smul_mul_assoc, map_smul, smul_eq_mul, vacuum_create H f, ih]
    calc _ = (((n : ℂ) + 1) * ((n.factorial : ℂ) * (∑ i, conj (g i) * f i) ^ n)) *
          ∑ i, conj (g i) * f i := by
            rw [Finset.mul_sum]
            exact Finset.sum_congr rfl fun i _ => by ring
      _ = _ := by
            rw [Nat.factorial_succ]
            push_cast
            ring

/-- For a normalised orbital, the condensate `B^N` has squared norm `N!`. -/
theorem condensate_norm (H : IsBosonVacuum a b ω) {f : ι → ℂ} (hf : ∑ i, ‖f i‖ ^ 2 = 1)
    (N : ℕ) : ω (annihilate a f ^ N * create b f ^ N) = N.factorial := by
  have h1 : ∑ i, conj (f i) * f i = 1 :=
    (Finset.sum_congr rfl fun i _ => Complex.conj_mul' (f i)).trans (by exact_mod_cast hf)
  rw [condensate_overlap H, h1, one_pow, mul_one]

/-- For a normalised orbital, the vacuum expectation value of the product of `A^N`, the Hamiltonian
and `B^N`, in this order, is `N!` times the Gross-Pitaevskii energy. -/
theorem condensate_energy (H : IsBosonVacuum a b ω) {f : ι → ℂ} (hf : ∑ i, ‖f i‖ ^ 2 = 1)
    (h : ι → ι → ℂ) (v : ι → ι → ι → ι → ℂ) (N : ℕ) :
    ω (annihilate a f ^ N * hamiltonian a b h v * create b f ^ N) =
      N.factorial * gpEnergy N h v f := by
  -- one-body density matrix, times the squared norm `N!`
  have one : ∀ p q, ω (annihilate a f ^ N * (b p * a q) * create b f ^ N) =
      N.factorial * N * conj (f p) * f q := by
    intro p q
    rcases N with _ | n
    · simp [H.vac_right]
    · rw [← mul_assoc (annihilate a f ^ (n + 1)) (b p) (a q), vacuum_create H,
        vacuum_annihilate H, condensate_norm H hf, Nat.factorial_succ]
      push_cast
      ring
  -- two-body density matrix, times `N!`; it vanishes for fewer than two bosons
  have two : ∀ p q r s,
      ω (annihilate a f ^ N * (b p * b q * a s * a r) * create b f ^ N) =
        N.factorial * N * (N - 1) * conj (f p * f q) * f r * f s := by
    intro p q r s
    have e : annihilate a f ^ N * (b p * b q * a s * a r) =
        annihilate a f ^ N * b p * b q * a s * a r := by simp only [mul_assoc]
    rw [e]
    rcases N with _ | _ | n
    · simp [H.vac_right]
    · rw [vacuum_create H, pow_zero, mul_one, H.vac_right]
      simp
    · rw [vacuum_create H, vacuum_create H,
        mul_assoc (annihilate a f ^ (n + 1 + 1) * b p) (b q), vacuum_annihilate H,
        ← mul_assoc (annihilate a f ^ (n + 1)) (b q), vacuum_annihilate H,
        condensate_norm H hf, Nat.factorial_succ, Nat.factorial_succ, map_mul]
      push_cast
      ring
  simp only [hamiltonian, gpEnergy, mul_add, add_mul, Finset.mul_sum, Finset.sum_mul,
    mul_smul_comm, smul_mul_assoc, map_add, map_sum, map_smul, smul_eq_mul, one, two]
  congr 1
  · exact Finset.sum_congr rfl fun p _ => Finset.sum_congr rfl fun q _ => by ring
  · exact Finset.sum_congr rfl fun p _ => Finset.sum_congr rfl fun q _ =>
      Finset.sum_congr rfl fun r _ => Finset.sum_congr rfl fun s _ => by ring

/-- For a normalised orbital, the energy expectation value of the condensate, divided by its
squared norm, is the Gross-Pitaevskii energy. -/
theorem normalised_energy (H : IsBosonVacuum a b ω) {f : ι → ℂ} (hf : ∑ i, ‖f i‖ ^ 2 = 1)
    (h : ι → ι → ℂ) (v : ι → ι → ι → ι → ℂ) (N : ℕ) :
    ω (annihilate a f ^ N * hamiltonian a b h v * create b f ^ N) /
      ω (annihilate a f ^ N * create b f ^ N) = gpEnergy N h v f := by
  rw [condensate_energy H hf, condensate_norm H hf]
  exact mul_div_cancel_left₀ _ (Nat.cast_ne_zero.mpr (Nat.factorial_ne_zero N))

/-- For the on-site interaction of strength `U` of the Bose-Hubbard model, the interaction
part of the Gross-Pitaevskii energy is `½ U N(N-1) Σ |f_i|^4`. -/
theorem gpEnergy_boseHubbard (N : ℕ) (h : ι → ι → ℂ) (U : ℂ) (f : ι → ℂ) :
    gpEnergy N h (fun p q r s => if p = q ∧ p = r ∧ p = s then U else 0) f =
      N * ∑ p, ∑ q, h p q * conj (f p) * f q +
        1 / 2 * U * N * (N - 1) * ∑ i, (‖f i‖ : ℂ) ^ 4 := by
  have key : ∑ p, ∑ q, ∑ r, ∑ s, (if p = q ∧ p = r ∧ p = s then U else 0) *
      conj (f p * f q) * f r * f s = U * ∑ i, (‖f i‖ : ℂ) ^ 4 := by
    rw [Finset.mul_sum]
    refine Finset.sum_congr rfl fun p _ => ?_
    -- only the term with all four sites equal survives
    refine (Finset.sum_eq_single p (fun q _ hq => by simp [hq.symm]) (by simp)).trans ?_
    refine (Finset.sum_eq_single p (fun r _ hr => by simp [hr.symm]) (by simp)).trans ?_
    refine (Finset.sum_eq_single p (fun s _ hs => by simp [hs.symm]) (by simp)).trans ?_
    simp only [and_self, if_true, map_mul]
    linear_combination U * (conj (f p) * f p + (‖f p‖ : ℂ) ^ 2) * Complex.conj_mul' (f p)
  simp only [gpEnergy]
  rw [key]
  ring

/-- The functional that sends an operator `T` on polynomials to the constant coefficient
of `T 1`. -/
def polyVacuum (ι : Type*) : Module.End ℂ (MvPolynomial ι ℂ) →ₗ[ℂ] ℂ where
  toFun T := MvPolynomial.constantCoeff (T 1)
  map_add' S T := by simp
  map_smul' c T := by simp [MvPolynomial.smul_eq_C_mul]

omit [Fintype ι] in
/-- Partial derivatives as annihilators and multiplications by the variables as creators,
with the functional `polyVacuum`, satisfy the relations of a boson vacuum. -/
theorem isBosonVacuum_witness :
    IsBosonVacuum (fun i : ι => (MvPolynomial.pderiv (R := ℂ) i).toLinearMap)
      (fun i : ι => LinearMap.mulLeft ℂ (MvPolynomial.X i : MvPolynomial ι ℂ))
      (polyVacuum ι) where
  ccr i j := by
    refine LinearMap.ext fun p => ?_
    change MvPolynomial.pderiv i (MvPolynomial.X j * p) -
      MvPolynomial.X j * MvPolynomial.pderiv i p = _
    rcases eq_or_ne i j with rfl | hij
    · simp
    · simp [hij, MvPolynomial.pderiv_X_of_ne hij.symm]
  vac_one := by simp [polyVacuum]
  vac_right T i := by
    change MvPolynomial.constantCoeff (T (MvPolynomial.pderiv i 1)) = 0
    simp
  vac_left i T := by
    change MvPolynomial.constantCoeff (MvPolynomial.X i * T 1) = 0
    simp

end

end CondensateEnergy
```

```lean
#print axioms CondensateEnergy.normalised_energy
-- 'CondensateEnergy.normalised_energy' depends on axioms: [propext, Classical.choice, Quot.sound]
#print axioms CondensateEnergy.gpEnergy_boseHubbard
-- 'CondensateEnergy.gpEnergy_boseHubbard' depends on axioms: [propext, Classical.choice, Quot.sound]
```

## Condensate, vacuum and energy

The orbital has amplitudes $f_i$ with $\sum_i|f_i|^2=1$. The operator $B=\sum_i f_i b_i$ (`create b f`) puts a boson into it, and $A=\sum_i \bar f_i a_i$ (`annihilate a f`) removes one. The Hamiltonian is

$$\hat H=\sum_{pq}h_{pq}\,b_pa_q+\tfrac12\sum_{pqrs}v_{pqrs}\,b_pb_qa_sa_r .$$

The coefficients follow the convention $v_{pqrs}=\langle pq|v|rs\rangle$; in Fock space the annihilators of bosons commute, so $a_sa_r$ could equally be written $a_ra_s$. In the theorems the letter `H` names the vacuum hypothesis, while the Hamiltonian is `hamiltonian a b h v`.

`IsBosonVacuum a b ω` places the modes in a complex algebra `R`, with $a_ib_j-b_ja_i=\delta_{ij}$ and a linear functional satisfying $\omega(1)=1$ and $\omega(xa_i)=\omega(b_ix)=0$. In Fock space, $b_i=a_i^\dagger$ and $\omega(x)=\langle0|x|0\rangle$. The $a$'s need not be assumed to commute among themselves, nor the $b$'s.

The theorem `condensate_energy` states $\omega(A^N\hat HB^N)=N!\,E_N(f)$ for every natural number $N$, where `gpEnergy` is

$$E_N(f)=N\sum_{pq}h_{pq}\bar f_pf_q+\tfrac12N(N-1)\sum_{pqrs}v_{pqrs}\,\overline{f_pf_q}\,f_rf_s .$$

Since $B^N$ has squared norm $N!$, the normalised expectation value is $E_N(f)$ itself (`normalised_energy`). Many textbooks replace $N(N-1)$ by $N^2$ for large $N$. The coefficients $h$ and $v$ are arbitrary complex numbers, so $E_N(f)$ need not be real; for a Hermitian Hamiltonian it is.

This is the energy of a trial state; how close the interacting ground state comes to it is a separate question. The theorems do not cover a gas in continuous space, where the field has infinitely many modes.

## Moving one operator through the condensate

The mixed commutator gives $a_iB=Ba_i+f_i$. If $a_iB^{n+1}=B^{n+1}a_i+(n+1)f_iB^n$, multiplication by $B$ on the right gives

$$a_iB^{n+2}=B^{n+1}(Ba_i+f_i)+(n+1)f_iB^{n+1}=B^{n+2}a_i+(n+2)f_iB^{n+1}.$$

This induction is `ladder`, which also contains the mirrored identity; `module` collects the coefficients. Under $\omega$ the term ending in $a_i$ vanishes, and likewise the term starting with $b_i$ in the mirrored case:

$$\omega(xa_iB^{n+1})=(n+1)f_i\,\omega(xB^n),\qquad \omega(A^{n+1}b_ix)=(n+1)\bar f_i\,\omega(A^nx).$$

These are `vacuum_create` and `vacuum_annihilate`. Expanding one factor $A$ in the norm gives

$$\omega(A^{n+1}B^{n+1})=\sum_i\bar f_i\,\omega(A^na_iB^{n+1})=(n+1)\,\omega(A^nB^n),$$

hence $\omega(A^NB^N)=N!$. The file proves this first for two orbitals, with overlap $N!\,(\sum_i\bar g_if_i)^N$.

## Density matrices and the sum

For $N\ge1$, one use of each rule gives

$$\omega(A^Nb_pa_qB^N)=N^2(N-1)!\,\bar f_pf_q=N!\,N\,\bar f_pf_q .$$

For $N\ge2$, two uses of each give

$$\omega(A^Nb_pb_qa_sa_rB^N)=N^2(N-1)^2(N-2)!\,\overline{f_pf_q}f_rf_s=N!\,N(N-1)\,\overline{f_pf_q}f_rf_s .$$

For smaller $N$ an annihilator reaches the vacuum, and both sides are zero. In `condensate_energy` these are the facts `one` and `two`; `rcases` separates the small values of $N$, and `ring` handles the factorials. The final `simp only` distributes $\omega$ over the sums in $\hat H$, which are then compared term by term.

For the on-site interaction of the Bose-Hubbard model, `gpEnergy_boseHubbard` keeps only the terms with four equal indices, leaving $\tfrac12UN(N-1)\sum_i|f_i|^4$. The theorem `isBosonVacuum_witness` realises the vacuum relations on polynomials: $b_i$ multiplies by $X_i$, $a_i$ is $\partial/\partial X_i$, and $\omega(T)$ is the constant coefficient of $T1$. The commutator is then the product rule.

## An orbital that is not normalised

Take one mode with $f=2$, $N=2$, $h=1$ and $v=0$. Then $\omega(A^2\hat HB^2)=16\,\omega(a^2\,ba\,b^2)=64$, whereas $2!\,E_2(f)=16$. Dividing by the squared norm $32$ gives the correct energy $2$ of two bosons, while $E_2(f)=8$. Without normalisation, the formula therefore fails for general $f$ and $N$.
